# Circular difference of two coupled perpendicular oscillators: sin(kd)(1/(D+s) − 1/(D−s))

The detuning D, the reciprocal of the response of one uncoupled oscillator, is treated here as an arbitrary complex number, not as a function of frequency. The algebra then covers any line shape, and damping enters only when D is specified. Two identical oscillators, perpendicular to each other and to the beam, sit a distance d apart along it. Each has one complex amplitude, with charge and mass scaled to one, and a real constant s couples them. The dynamical matrix and the response are

M = [[D, s], [s, D]], G = M⁻¹, with D² ≠ s².

The constant s is given, not derived from d. It stands for a spring-like or near-field interaction of extended structures, since the coupling of ideal point dipoles vanishes in this geometry.

Light of wave number k and handedness σ = ±1 drives the pair with the unit-norm field

e = (e₀, e₁) = (exp(ikd/2), σ i exp(−ikd/2))/√2.

Let R(σ) = e\*Ge, where e\* is the conjugate transpose, and let Δ = R(1) − R(−1). The claim is

Δ = sin(kd) (1/(D+s) − 1/(D−s)).

Exciton couplets in the circular dichroism of chromophore pairs have this two-pole structure; the model here is a classical pair with fixed orientation, and no average over orientations is taken.

## From the inverse matrix to two opposite poles

Multiplying M by [[D, −s], [−s, D]] gives (D² − s²) times the identity. Hence, for any field,

(D² − s²) e\*Ge = D(|e₀|² + |e₁|²) − s(e₀\*e₁ + e₁\*e₀).

For circular light the intensities add to 1, and the interference term is

e₀\*e₁ + e₁\*e₀ = (σi/2)(exp(−ikd) − exp(ikd)) = σ sin(kd).

Therefore

(D² − s²) R(σ) = D − σ s sin(kd),

(D² − s²) Δ = −2s sin(kd).

Since 1/(D+s) − 1/(D−s) = −2s/(D² − s²), the claim follows. It also follows that Δ = 0 exactly when s = 0 or sin(kd) = 0: both coupling and a phase lag kd that is not a multiple of π are needed.

## Signs of the two bands and the low-frequency rotation

Put D = x − iΓ with x real and Γ > 0. Then

D² − s² = x² − Γ² − s² − 2ixΓ.

This is never zero: a vanishing imaginary part forces x = 0, and the real part is then −Γ² − s² < 0. Taking the imaginary part of Δ gives

Im Δ = −4 s sin(kd) Γ x / |D² − s²|².

If s sin(kd) > 0, this is positive exactly for x < 0 and negative exactly for x > 0. With x = w0² − w², where w is the light frequency and w0 that of an uncoupled oscillator, the sign changes at w = w0. Over a spectrum k varies too, so the condition on s sin(kd) must hold at each frequency considered.

For low frequencies take D = w0² − w² − iγw, with damping rate γ, and k = w/c, with wave speed c. For a thin, dilute sample, and up to a constant prefactor, the real part of wΔ gives the optical rotation due to circular birefringence, and the imaginary part gives the circular dichroism. The linear birefringence and linear dichroism of a pair with fixed orientation are not included in Δ. Dividing wΔ by w² gives

wΔ/w² = −2s (sin(wd/c)/w) / (D² − s²).

As w → 0 the sine quotient tends to d/c and D² tends to w0⁴. If w0⁴ ≠ s², so that the static matrix is invertible, the limit is

−2sd/(c(w0⁴ − s²)).

It is real, and γ has dropped out.

## Evaluating the difference in a program

One way to compute such a spectrum is to build M at each frequency, solve Mu = e for the two circular fields, form e\*u with the first vector conjugated, and subtract. When s sin(kd) is small compared with |D|, the two responses share the large term D/(D² − s²), and the subtraction loses digits. For this pair, evaluating −2s sin(kd)/(D² − s²) directly avoids that cancellation.

## The oscillators and the light in Lean

```lean
import Mathlib

open Matrix Filter Topology

namespace CoupledOscillatorOpticalActivity

noncomputable section
```

The matrix has a complex `D` and a real `s`, which is converted to a complex number where it appears.

```lean
/-- Dynamical matrix of two identical oscillators with detuning `D` and real coupling `s`. -/
def couplingMatrix (D : ℂ) (s : ℝ) : Matrix (Fin 2) (Fin 2) ℂ :=
  !![D, (s : ℂ); (s : ℂ), D]
```

The half-angle phase is defined once, so `phase (k * d)` is exp(ikd/2).

```lean
/-- The phase factor `exp(i x / 2)`. -/
def phase (x : ℝ) : ℂ := Complex.exp (((x / 2 : ℝ) : ℂ) * Complex.I)
```

Components 0 and 1 of the field belong to the two oscillators. The label `σ` avoids the words left and right, whose meaning depends on the viewing convention.

```lean
/-- Field of handedness `σ` (`1` or `-1`) and wave number `k` at two perpendicular oscillators
a distance `d` apart along the beam. -/
def circularField (σ k d : ℝ) : Fin 2 → ℂ :=
  ![(((√2)⁻¹ : ℝ) : ℂ) * phase (k * d),
    (((√2)⁻¹ : ℝ) : ℂ) * ((σ : ℂ) * Complex.I * phase (-(k * d)))]
```

In `response`, `star e` conjugates the field, `*ᵥ` applies a matrix to a vector, and `⬝ᵥ` sums the products of components. Lean gives a singular matrix the inverse zero, so `response` has its physical meaning only for D² ≠ s².

```lean
/-- The response `e* G e` to a field `e`, where `G` is the inverse of the dynamical matrix;
its domain is `D² ≠ s²`. -/
def response (D : ℂ) (s : ℝ) (e : Fin 2 → ℂ) : ℂ :=
  star e ⬝ᵥ ((couplingMatrix D s)⁻¹ *ᵥ e)
```

The next definition is Δ.

```lean
/-- Response to the field of handedness `1` minus response to that of handedness `-1`;
its domain is `D² ≠ s²`. -/
def circularDifference (D : ℂ) (s k d : ℝ) : ℂ :=
  response D s (circularField 1 k d) - response D s (circularField (-1) k d)
```

## The quadratic response and its circular part

The first lemma is the matrix product from the derivation, checked entry by entry.

```lean
/-- The dynamical matrix times the matrix with reversed coupling is `D² - s²` times the
identity. -/
theorem couplingMatrix_mul_reversed (D : ℂ) (s : ℝ) :
    couplingMatrix D s * !![D, -(s : ℂ); -(s : ℂ), D]
      = (D ^ 2 - (s : ℂ) ^ 2) • (1 : Matrix (Fin 2) (Fin 2) ℂ) := by
  ext i j
  fin_cases i <;> fin_cases j <;>
    simp [couplingMatrix, Matrix.mul_apply, Fin.sum_univ_two] <;> ring
```

It identifies the inverse in `response_eq`. The proof reads off the four entries of G, each multiplied by D² − s², and `linear_combination` adds them with the weights eᵢ\*eⱼ.

```lean
/-- If `D² ≠ s²`, then `D² - s²` times the response to any field is `D` times the summed intensities
minus `s` times the interference term between the two oscillators. -/
theorem response_eq {D : ℂ} {s : ℝ} (h : D ^ 2 ≠ (s : ℂ) ^ 2) (e : Fin 2 → ℂ) :
    (D ^ 2 - (s : ℂ) ^ 2) * response D s e
      = D * (star (e 0) * e 0 + star (e 1) * e 1)
        - s * (star (e 0) * e 1 + star (e 1) * e 0) := by
  have hX : D ^ 2 - (s : ℂ) ^ 2 ≠ 0 := sub_ne_zero.2 h
  have hinv : (couplingMatrix D s)⁻¹
      = (D ^ 2 - (s : ℂ) ^ 2)⁻¹ • !![D, -(s : ℂ); -(s : ℂ), D] := by
    apply Matrix.inv_eq_right_inv
    rw [Matrix.mul_smul, couplingMatrix_mul_reversed, smul_smul, inv_mul_cancel₀ hX, one_smul]
  have hN : (D ^ 2 - (s : ℂ) ^ 2) • (couplingMatrix D s)⁻¹
      = !![D, -(s : ℂ); -(s : ℂ), D] := by
    rw [hinv, smul_smul, mul_inv_cancel₀ hX, one_smul]
  -- the four entries of the response matrix
  have h00 : (D ^ 2 - (s : ℂ) ^ 2) * (couplingMatrix D s)⁻¹ 0 0 = D :=
    congrFun (congrFun hN 0) 0
  have h01 : (D ^ 2 - (s : ℂ) ^ 2) * (couplingMatrix D s)⁻¹ 0 1 = -(s : ℂ) :=
    congrFun (congrFun hN 0) 1
  have h10 : (D ^ 2 - (s : ℂ) ^ 2) * (couplingMatrix D s)⁻¹ 1 0 = -(s : ℂ) :=
    congrFun (congrFun hN 1) 0
  have h11 : (D ^ 2 - (s : ℂ) ^ 2) * (couplingMatrix D s)⁻¹ 1 1 = D :=
    congrFun (congrFun hN 1) 1
  simp only [response, dotProduct, Matrix.mulVec, Fin.sum_univ_two, Pi.star_apply]
  linear_combination star (e 0) * e 0 * h00 + star (e 0) * e 1 * h01
    + star (e 1) * e 0 * h10 + star (e 1) * e 1 * h11
```

Conjugating the field requires the conjugate of the phase.

```lean
/-- Complex conjugation reverses the phase. -/
theorem conj_phase (x : ℝ) : (starRingEnd ℂ) (phase x) = phase (-x) := by
  unfold phase
  rw [← Complex.exp_conj, map_mul, Complex.conj_ofReal, Complex.conj_I]
  congr 1
  push_cast
  ring
```

The hypothesis `σ ^ 2 = 1` covers both handednesses. In the proof, `hq` supplies the normalisation 1/2, `hab` says that the opposite phases multiply to 1, and `hs` writes the sine in exponentials. The last line combines these with i² = −1.

```lean
/-- If `D² ≠ s²`, the response to circular light times `D² - s²` is `D - σ s sin(kd)`. -/
theorem response_circular {D : ℂ} {s : ℝ} (h : D ^ 2 ≠ (s : ℂ) ^ 2) {σ : ℝ}
    (hσ : σ ^ 2 = 1) (k d : ℝ) :
    (D ^ 2 - (s : ℂ) ^ 2) * response D s (circularField σ k d)
      = D - σ * s * (Real.sin (k * d) : ℂ) := by
  have hσ' : (σ : ℂ) ^ 2 = 1 := by exact_mod_cast hσ
  have hq : (((√2)⁻¹ : ℝ) : ℂ) * (((√2)⁻¹ : ℝ) : ℂ) = 1 / 2 := by
    rw [← Complex.ofReal_mul, ← mul_inv, Real.mul_self_sqrt (by norm_num)]
    norm_num
  have hab : phase (k * d) * phase (-(k * d)) = 1 := by
    unfold phase
    rw [← Complex.exp_add, ← Complex.exp_zero]
    congr 1
    push_cast
    ring
  -- the sine comes from the phase lag between the oscillators
  have hs : (Real.sin (k * d) : ℂ) = (phase (-(k * d)) * phase (-(k * d))
      - phase (k * d) * phase (k * d)) * Complex.I / 2 := by
    have e1 : -((k * d : ℝ) : ℂ) * Complex.I = ((-(k * d) / 2 : ℝ) : ℂ) * Complex.I
        + ((-(k * d) / 2 : ℝ) : ℂ) * Complex.I := by push_cast; ring
    have e2 : ((k * d : ℝ) : ℂ) * Complex.I = ((k * d / 2 : ℝ) : ℂ) * Complex.I
        + ((k * d / 2 : ℝ) : ℂ) * Complex.I := by push_cast; ring
    unfold phase
    rw [Complex.ofReal_sin, Complex.sin, e1, e2, Complex.exp_add, Complex.exp_add]
  have h0 : circularField σ k d 0 = (((√2)⁻¹ : ℝ) : ℂ) * phase (k * d) := rfl
  have h1 : circularField σ k d 1
      = (((√2)⁻¹ : ℝ) : ℂ) * ((σ : ℂ) * Complex.I * phase (-(k * d))) := rfl
  have c0 : star (circularField σ k d 0) = (((√2)⁻¹ : ℝ) : ℂ) * phase (-(k * d)) := by
    rw [h0, ← starRingEnd_apply]
    simp only [map_mul, Complex.conj_ofReal, conj_phase]
  have c1 : star (circularField σ k d 1)
      = (((√2)⁻¹ : ℝ) : ℂ) * ((σ : ℂ) * -Complex.I * phase (k * d)) := by
    rw [h1, ← starRingEnd_apply]
    simp only [map_mul, Complex.conj_ofReal, Complex.conj_I, conj_phase, neg_neg]
  rw [response_eq h, c0, c1, h0, h1]
  generalize phase (k * d) = a at *
  generalize phase (-(k * d)) = b at *
  linear_combination (D * a * b * (1 - (σ : ℂ) ^ 2 * Complex.I ^ 2)
      - s * σ * Complex.I * (b ^ 2 - a ^ 2)) * hq + σ * s * hs
    - D * a * b * (σ : ℂ) ^ 2 / 2 * Complex.I_sq + D * a * b / 2 * hσ' + D * hab
```

## The couplet and its zeros

Subtracting the cases σ = 1 and σ = −1 removes the common term D.

```lean
/-- If `D² ≠ s²`, the circular difference times `D² - s²` is `-2 s sin(kd)`. -/
theorem circularDifference_eq {D : ℂ} {s : ℝ} (h : D ^ 2 ≠ (s : ℂ) ^ 2) (k d : ℝ) :
    (D ^ 2 - (s : ℂ) ^ 2) * circularDifference D s k d
      = -2 * s * (Real.sin (k * d) : ℂ) := by
  have h1 := response_circular h (σ := 1) (by norm_num) k d
  have h2 := response_circular h (σ := -1) (by norm_num) k d
  simp only [Complex.ofReal_one, Complex.ofReal_neg] at h1 h2
  unfold circularDifference
  linear_combination h1 - h2
```

For the partial fractions, D² − s² = (D+s)(D−s) shows that neither denominator vanishes. The proof then cancels the common nonzero factor.

```lean
/-- If `D² ≠ s²`, the circular difference is `sin(kd)` times `1/(D+s) - 1/(D-s)`. -/
theorem circularDifference_couplet {D : ℂ} {s : ℝ} (h : D ^ 2 ≠ (s : ℂ) ^ 2) (k d : ℝ) :
    circularDifference D s k d
      = (Real.sin (k * d) : ℂ) * (1 / (D + s) - 1 / (D - s)) := by
  have hX : D ^ 2 - (s : ℂ) ^ 2 ≠ 0 := sub_ne_zero.2 h
  have hf : D ^ 2 - (s : ℂ) ^ 2 = (D + s) * (D - s) := by ring
  have hp : D + (s : ℂ) ≠ 0 := fun h0 => hX (by rw [hf, h0, zero_mul])
  have hm : D - (s : ℂ) ≠ 0 := fun h0 => hX (by rw [hf, h0, mul_zero])
  apply mul_left_cancel₀ hX
  rw [circularDifference_eq h, div_sub_div _ _ hp hm, ← hf, mul_left_comm,
    mul_div_cancel₀ _ hX]
  ring
```

The same factor turns the question of when Δ vanishes into one about the product −2s sin(kd).

```lean
/-- If `D² ≠ s²`, the circular difference vanishes exactly when the coupling or `sin(kd)` vanishes.
-/
theorem circularDifference_eq_zero_iff {D : ℂ} {s : ℝ} (h : D ^ 2 ≠ (s : ℂ) ^ 2) (k d : ℝ) :
    circularDifference D s k d = 0 ↔ s = 0 ∨ Real.sin (k * d) = 0 := by
  have hX : D ^ 2 - (s : ℂ) ^ 2 ≠ 0 := sub_ne_zero.2 h
  have h2 : (-2 : ℂ) ≠ 0 := by norm_num
  rw [← mul_eq_zero_iff_left hX, circularDifference_eq h, mul_eq_zero, mul_eq_zero,
    or_iff_right h2, Complex.ofReal_eq_zero, Complex.ofReal_eq_zero]
```

## A sign change at zero detuning

Here `him` and `hre` are the imaginary and real parts of D² − s², and `hX` is the argument that damping keeps this number nonzero. The imaginary part of Δ is then written as −Kx with K > 0, from which the four implications follow. The theorem concerns the sign of Im Δ at each detuning, not the positions or heights of its extrema.

```lean
/-- With damping `Γ > 0` and `s sin(kd) > 0`, the imaginary part of the circular difference is
positive exactly for detuning `x < 0` and negative exactly for `x > 0`. -/
theorem couplet_bisignate {x Γ s k d : ℝ} (hΓ : 0 < Γ) (hs : 0 < s * Real.sin (k * d)) :
    (0 < (circularDifference (x - Γ * Complex.I) s k d).im ↔ x < 0) ∧
    ((circularDifference (x - Γ * Complex.I) s k d).im < 0 ↔ 0 < x) := by
  have him : (((x : ℂ) - Γ * Complex.I) ^ 2 - (s : ℂ) ^ 2).im = -2 * x * Γ := by
    simp only [pow_two, Complex.sub_im, Complex.mul_im, Complex.sub_re, Complex.mul_re,
      Complex.ofReal_re, Complex.ofReal_im, Complex.I_re, Complex.I_im]
    ring
  have hre : (((x : ℂ) - Γ * Complex.I) ^ 2 - (s : ℂ) ^ 2).re = x ^ 2 - Γ ^ 2 - s ^ 2 := by
    simp only [pow_two, Complex.sub_im, Complex.mul_im, Complex.sub_re, Complex.mul_re,
      Complex.ofReal_re, Complex.ofReal_im, Complex.I_re, Complex.I_im]
    ring
  -- damping keeps the dynamical matrix invertible
  have hX : ((x : ℂ) - Γ * Complex.I) ^ 2 - (s : ℂ) ^ 2 ≠ 0 := by
    intro h0
    rw [h0, Complex.zero_im] at him
    rw [h0, Complex.zero_re] at hre
    have hx : x = 0 := by
      have h1 : x * Γ = 0 := by linarith
      exact (mul_eq_zero.1 h1).resolve_right hΓ.ne'
    rw [hx] at hre
    nlinarith [sq_nonneg s, pow_pos hΓ 2]
  have hd : circularDifference (x - Γ * Complex.I) s k d
      = ((-2 * s * Real.sin (k * d) : ℝ) : ℂ)
        * (((x : ℂ) - Γ * Complex.I) ^ 2 - (s : ℂ) ^ 2)⁻¹ := by
    rw [eq_mul_inv_iff_mul_eq₀ hX, mul_comm, circularDifference_eq (sub_ne_zero.1 hX)]
    simp only [Complex.ofReal_mul, Complex.ofReal_neg, Complex.ofReal_ofNat]
  have hn := Complex.normSq_pos.2 hX
  rw [hd, Complex.im_ofReal_mul, Complex.inv_im, him]
  generalize Complex.normSq (((x : ℂ) - Γ * Complex.I) ^ 2 - (s : ℂ) ^ 2) = N at hn
  have hK : 0 < 4 * (s * Real.sin (k * d)) * Γ / N := by positivity
  have e : -2 * s * Real.sin (k * d) * (-(-2 * x * Γ) / N)
      = -(4 * (s * Real.sin (k * d)) * Γ / N * x) := by ring
  rw [e]
  generalize 4 * (s * Real.sin (k * d)) * Γ / N = K at hK
  refine ⟨⟨fun h => ?_, fun h => ?_⟩, ⟨fun h => ?_, fun h => ?_⟩⟩
  · by_contra hx
    nlinarith [mul_nonneg hK.le (not_lt.1 hx)]
  · nlinarith [mul_pos hK (neg_pos.2 h)]
  · by_contra hx
    nlinarith [mul_nonneg hK.le (neg_nonneg.2 (not_lt.1 hx))]
  · nlinarith [mul_pos hK h]
```

## The static limit with damping

The dispersion relation is the hypothesis `∀ w, c * k w = w`; setting w = 1 shows that c ≠ 0. The filter `𝓝[≠] 0` means that w approaches zero through nonzero real values of either sign. The limit is taken of the full complex wΔ/w², with any real γ.

The proof obtains the limit of sin(wd/c)/w from the derivative of the sine at zero (`hS`) and the limit of the denominator from continuity (`hT`). Their quotient, multiplied by −2s, has the stated limit. Near w = 0 the denominator is nonzero, so `circularDifference_eq` identifies this product with wΔ/w².

```lean
/-- For `D = w0² - w² - iγw`, `c k(w) = w` and `w0⁴ ≠ s²`, `w` times the circular difference,
divided by `w²`, tends to `-2sd/(c(w0⁴ - s²))` at low frequency. -/
theorem rotation_low_frequency {w0 γ s d c : ℝ} {k : ℝ → ℝ} (hk : ∀ w, c * k w = w)
    (h : w0 ^ 4 ≠ s ^ 2) :
    Tendsto (fun w : ℝ => (w : ℂ) * circularDifference
        ((w0 : ℂ) ^ 2 - (w : ℂ) ^ 2 - γ * w * Complex.I) s (k w) d / (w : ℂ) ^ 2)
      (𝓝[≠] 0) (𝓝 (-2 * (s : ℂ) * d / (c * ((w0 : ℂ) ^ 4 - (s : ℂ) ^ 2)))) := by
  have hc : c ≠ 0 := by
    intro h0
    have h1 := hk 1
    rw [h0, zero_mul] at h1
    exact zero_ne_one h1
  have hne : (w0 : ℂ) ^ 4 - (s : ℂ) ^ 2 ≠ 0 := sub_ne_zero.2 (by exact_mod_cast h)
  -- the sine is linear in the frequency near zero
  have hder : HasDerivAt (fun w : ℝ => Real.sin (w * (d / c))) (d / c) 0 := by
    have h1 := (hasDerivAt_mul_const (x := (0 : ℝ)) (d / c)).sin
    rwa [zero_mul, Real.cos_zero, one_mul] at h1
  have hS : Tendsto (fun w : ℝ => Real.sin (w * (d / c)) / w) (𝓝[≠] 0) (𝓝 (d / c)) := by
    refine (hasDerivAt_iff_tendsto_slope.1 hder).congr (fun w => ?_)
    rw [slope_def_field, zero_mul, Real.sin_zero, sub_zero, sub_zero]
  have hC : Tendsto (fun w : ℝ => ((Real.sin (w * (d / c)) / w : ℝ) : ℂ)) (𝓝[≠] 0)
      (𝓝 ((d / c : ℝ) : ℂ)) := (Complex.continuous_ofReal.tendsto _).comp hS
  -- the denominator tends to its static value
  have hD : Continuous (fun w : ℝ =>
      ((w0 : ℂ) ^ 2 - (w : ℂ) ^ 2 - γ * w * Complex.I) ^ 2 - (s : ℂ) ^ 2) := by fun_prop
  have hval : ((w0 : ℂ) ^ 2 - ((0 : ℝ) : ℂ) ^ 2 - γ * ((0 : ℝ) : ℂ) * Complex.I) ^ 2
      - (s : ℂ) ^ 2 = (w0 : ℂ) ^ 4 - (s : ℂ) ^ 2 := by
    rw [Complex.ofReal_zero]
    ring
  have hT : Tendsto (fun w : ℝ =>
      ((w0 : ℂ) ^ 2 - (w : ℂ) ^ 2 - γ * w * Complex.I) ^ 2 - (s : ℂ) ^ 2)
      (𝓝[≠] 0) (𝓝 ((w0 : ℂ) ^ 4 - (s : ℂ) ^ 2)) := by
    rw [← hval]
    exact (hD.tendsto 0).mono_left nhdsWithin_le_nhds
  have hlim := (hC.const_mul (-2 * (s : ℂ))).div hT hne
  have hgoal : -2 * (s : ℂ) * d / (c * ((w0 : ℂ) ^ 4 - (s : ℂ) ^ 2))
      = -2 * (s : ℂ) * ((d / c : ℝ) : ℂ) / ((w0 : ℂ) ^ 4 - (s : ℂ) ^ 2) := by
    rw [Complex.ofReal_div]
    generalize (w0 : ℂ) ^ 4 - (s : ℂ) ^ 2 = X
    ring
  rw [hgoal]
  refine hlim.congr' ?_
  filter_upwards [hT.eventually_ne hne, self_mem_nhdsWithin] with w hw hw0
  have hw' : (w : ℂ) ≠ 0 := Complex.ofReal_ne_zero.2 hw0
  have hkd : k w * d = w * (d / c) := by
    have h1 : k w = w / c := eq_div_of_mul_eq hc (by rw [mul_comm]; exact hk w)
    rw [h1]
    ring
  have hdiff := circularDifference_eq (sub_ne_zero.1 hw) (k w) d
  rw [hkd] at hdiff
  change -2 * (s : ℂ) * ((Real.sin (w * (d / c)) / w : ℝ) : ℂ) / _ = _
  rw [div_eq_div_iff hw (pow_ne_zero 2 hw'), Complex.ofReal_div]
  have hcancel : (Real.sin (w * (d / c)) : ℂ) / w * w = (Real.sin (w * (d / c)) : ℂ) :=
    div_mul_cancel₀ _ hw'
  linear_combination -2 * (s : ℂ) * w * hcancel - w * hdiff

end

end CoupledOscillatorOpticalActivity
```

```lean
#print axioms CoupledOscillatorOpticalActivity.circularDifference_couplet
#print axioms CoupledOscillatorOpticalActivity.circularDifference_eq_zero_iff
#print axioms CoupledOscillatorOpticalActivity.couplet_bisignate
#print axioms CoupledOscillatorOpticalActivity.rotation_low_frequency
```

```
'CoupledOscillatorOpticalActivity.circularDifference_couplet' depends on axioms: [propext, Classical.choice, Quot.sound]
'CoupledOscillatorOpticalActivity.circularDifference_eq_zero_iff' depends on axioms: [propext, Classical.choice, Quot.sound]
'CoupledOscillatorOpticalActivity.couplet_bisignate' depends on axioms: [propext, Classical.choice, Quot.sound]
'CoupledOscillatorOpticalActivity.rotation_low_frequency' depends on axioms: [propext, Classical.choice, Quot.sound]
```
